# For one dipole mode of fixed oscillator strength, C₆ follows the 3/2 power of the static polarizability

Suppose that an interaction shifts the frequency of an isotropic molecule's only dipole mode, keeps the mode stable and leaves its oscillator strength unchanged. The dispersion coefficient \(C_6\) between two such identical molecules then changes by the 3/2 power of the factor by which the static polarizability changes. It falls exactly when the interaction screens, meaning that the field induced in the molecule opposes the applied one.

The physical question is how far screening inside two molecules weakens the attraction \(-C_6/R^6\) between them at a large separation \(R\). Each molecule has a mode of oscillator strength \(f>0\), called its strength below, and bare frequency \(w>0\). The interaction is described by a real coupling constant \(K\), positive for net screening. Atomic units are used throughout.

```lean
import Mathlib

open MeasureTheory Set Filter Topology

namespace ScreenedDispersion

noncomputable section
```

## The response, the dispersion coefficient and the interaction

At imaginary frequency \(iu\) a mode of strength \(f\) and frequency \(x\) has the polarizability

\[ \alpha_x(u)=\frac{f}{x^2+u^2}. \]

In Lean this is `modeResponse f x u`. The argument `u` is the real number \(u\), so the response is real and no complex numbers are needed. The static polarizability is the value at \(u=0\).

```lean
/-- Polarizability at imaginary frequency `iu` of one dipole mode with strength `f` and
frequency `x`, for `x` and `u` not both zero. -/
def modeResponse (f x u : ℝ) : ℝ := f / (x ^ 2 + u ^ 2)
```

For two identical molecules with isotropic polarizability \(\alpha\), the Casimir–Polder formula without retardation is

\[ C_6[\alpha]=\frac{3}{\pi}\int_0^\infty \alpha(u)^2\,du. \]

It is taken here as the definition of \(C_6\). The Lean object `C6` accepts any real function of \(u\), so the same functional applies to the bare and to the coupled response.

```lean
/-- The Casimir-Polder dispersion coefficient (atomic units) of two identical molecules whose
isotropic polarizability at imaginary frequency `iu` is `α u`, without retardation and for `α ^ 2`
integrable over `u > 0`. -/
def C6 (α : ℝ → ℝ) : ℝ := 3 / Real.pi * ∫ u in Ioi (0 : ℝ), α u ^ 2
```

The interaction comes with a second frequency,

\[ W=\sqrt{w^2+2wK}, \]

written `coupledFreq w K`. Its role is settled in part (c).

```lean
/-- The coupled frequency of a mode with bare frequency `w` and interaction `K`,
for `w > 0` and `w + 2K > 0`. -/
def coupledFreq (w K : ℝ) : ℝ := Real.sqrt (w ^ 2 + 2 * w * K)
```

The interaction itself enters through a Dyson equation for the response. With \(\alpha_w\) the bare response, the coupled response \(\alpha\) must satisfy, at every \(u\),

\[ \alpha(u)=\alpha_w(u)-\frac{2wK}{f}\,\alpha_w(u)\,\alpha(u). \]

The molecule responds with its bare polarizability to the applied field plus the field that its own induced dipole creates. Time-dependent density functional theory writes the equation with a plus sign because it uses the response function \(\chi=-\alpha\); the kernel is then still \(2wK/f\). The kernel is postulated and does not depend on \(u\), so it describes an interaction that acts without delay. `SolvesDyson f w K α` says that `α` satisfies the equation for all real `u`.

```lean
/-- The Dyson equation: the response `α` is the bare response corrected by the field that `α`
itself induces through the kernel `2wK/f`, for `f ≠ 0`. -/
def SolvesDyson (f w K : ℝ) (α : ℝ → ℝ) : Prop :=
  ∀ u, α u = modeResponse f w u - 2 * w * K / f * modeResponse f w u * α u
```

## (a) A stable mode has a real, positive coupled frequency

Assume \(w>0\) and \(w+2K>0\). Show that

\[ W>0 \quad\text{and}\quad W^2=w^2+2wK. \]

The second assumption is a stability condition: an interaction with \(K<0\) must not be strong enough to remove the restoring force of the mode.

**Solution.** The expression under the root factorises as

\[ w^2+2wK=w\,(w+2K), \]

a product of two positive numbers. Its square root is therefore positive, and squaring the root returns the expression.

In Lean, `h` records that the product is positive, and the two parts of the claim follow from `Real.sqrt_pos` and `Real.sq_sqrt`.

```lean
/-- For `w > 0` and `w + 2K > 0` the coupled frequency is positive and its square is
`w² + 2wK`. -/
theorem coupledFreq_pos_and_sq {w K : ℝ} (hw : 0 < w) (hK : 0 < w + 2 * K) :
    0 < coupledFreq w K ∧ coupledFreq w K ^ 2 = w ^ 2 + 2 * w * K := by
  have h : 0 < w ^ 2 + 2 * w * K := by
    have := mul_pos hw hK
    linarith [show w * (w + 2 * K) = w ^ 2 + 2 * w * K by ring]
  exact ⟨Real.sqrt_pos.2 h, Real.sq_sqrt h.le⟩
```

## (b) Screening raises the frequency

For \(w>0\), show that

\[ w<W \iff K>0. \]

**Solution.** When the expression under the root is non-negative, both \(w\) and \(W\) are non-negative, and comparing them is the same as comparing their squares:

\[ w<W \iff w^2<w^2+2wK \iff 0<2wK \iff 0<K. \]

The last step divides by \(2w>0\).

The Lean statement does not assume stability. If the expression under the root is negative, Lean's square root is 0 and \(K\) is negative, so both sides of the equivalence are false. The lemma `Real.lt_sqrt` passes to squares, and `nlinarith` finishes each direction from the sign of the product \(wK\).

```lean
/-- For `w > 0`, the interaction raises the frequency of the mode exactly when `K > 0`. -/
theorem lt_coupledFreq_iff {w K : ℝ} (hw : 0 < w) : w < coupledFreq w K ↔ 0 < K := by
  unfold coupledFreq
  rw [Real.lt_sqrt hw.le]
  constructor
  · intro h
    by_contra hc
    nlinarith [mul_nonneg hw.le (neg_nonneg.2 (not_lt.1 hc))]
  · intro h
    nlinarith [mul_pos hw h]
```

## (c) The Dyson equation has one solution

Assume \(f>0\), \(w>0\) and \(w+2K>0\). Show that a function \(\alpha\) solves the Dyson equation if and only if, for every \(u\),

\[ \alpha(u)=\frac{f}{W^2+u^2}. \]

**Solution.** Fix \(u\) and insert \(\alpha_w(u)=f/(w^2+u^2)\). The factor \(f\) cancels in the second term:

\[ \alpha(u)=\frac{f-2wK\,\alpha(u)}{w^2+u^2}. \]

Multiply by \(w^2+u^2>0\) and collect the terms in \(\alpha(u)\):

\[ (w^2+2wK+u^2)\,\alpha(u)=f. \]

By part (a) the bracket is \(W^2+u^2\), which is positive, so division gives the stated response. Every step can be reversed, so this function does solve the equation.

The interaction has moved the frequency from \(w\) to \(W\) and left the strength \(f\) alone. The relation \(W^2=w(w+2K)\) is also what the Casida equation of time-dependent density functional theory gives when it is restricted to a single transition, provided that the kernel does not depend on frequency and the functional contains no Hartree–Fock exchange. Spin factors are absorbed in \(K\).

The Lean proof first reduces the equality of functions to one value of `u`. The step `hrhs` writes the right-hand side over a common denominator, and `eq_div_iff` clears the denominators on both sides of the equivalence. What remains is the collected equation above, in two arrangements that `linear_combination` identifies.

```lean
/-- For `f > 0`, `w > 0` and `w + 2K > 0`, the Dyson equation has exactly one solution: the
response of a mode with the same strength and the coupled frequency. -/
theorem solvesDyson_iff {f w K : ℝ} (hf : 0 < f) (hw : 0 < w) (hK : 0 < w + 2 * K)
    (α : ℝ → ℝ) : SolvesDyson f w K α ↔ α = modeResponse f (coupledFreq w K) := by
  obtain ⟨hW, hsq⟩ := coupledFreq_pos_and_sq hw hK
  unfold SolvesDyson
  rw [funext_iff]
  refine forall_congr' fun u => ?_
  have hD : w ^ 2 + u ^ 2 ≠ 0 := by positivity
  have hE : coupledFreq w K ^ 2 + u ^ 2 ≠ 0 := by positivity
  have hrhs : modeResponse f w u - 2 * w * K / f * modeResponse f w u * α u
      = (f - 2 * w * K * α u) / (w ^ 2 + u ^ 2) := by
    unfold modeResponse
    field_simp
  -- both sides say `α u * (w² + 2wK + u²) = f`
  rw [hrhs, modeResponse, eq_div_iff hD, eq_div_iff hE, hsq]
  constructor <;> intro h <;> linear_combination h
```

## (d) London's formula from the Casimir–Polder integral

For a mode of frequency \(x>0\), show that

\[ C_6[\alpha_x]=\frac{3f^2}{4x^3}. \]

**Solution.** An antiderivative of \(\alpha_x(u)^2=f^2/(x^2+u^2)^2\) is

\[ F(u)=f^2\left[\frac{u}{2x^2(x^2+u^2)}+\frac{\arctan(u/x)}{2x^3}\right]. \]

To check it, use

\[ \frac{d}{du}\frac{u}{x^2+u^2}=\frac{x^2-u^2}{(x^2+u^2)^2},\qquad \frac{d}{du}\arctan\frac{u}{x}=\frac{x}{x^2+u^2}. \]

Then

\[ F'(u)=\frac{f^2}{2x^2}\cdot\frac{(x^2-u^2)+(x^2+u^2)}{(x^2+u^2)^2}=\frac{f^2}{(x^2+u^2)^2}. \]

At the lower limit \(F(0)=0\). For large \(u\) the rational term vanishes, because \(0\le u/(x^2+u^2)\le 1/u\), and the arctangent tends to \(\pi/2\). Hence

\[ \int_0^\infty\alpha_x(u)^2\,du=\frac{\pi f^2}{4x^3}, \]

and the prefactor \(3/\pi\) gives the result. Since \(\alpha_x(0)=f/x^2\), this is London's expression \(\tfrac34\,x\,\alpha_x(0)^2\) for two identical molecules.

In the Lean proof, `hder` is the check of the derivative, `hrat` and `hatan` are the two limits, and `hlim` combines them. The integration lemma uses the fact that the integrand is a square: a non-negative derivative whose antiderivative has a finite limit is integrable. The sign of `f` plays no role here, so the theorem holds for every real `f`.

```lean
/-- The Casimir-Polder integral of a single mode of frequency `x > 0` gives the London
formula `C₆ = 3f²/(4x³)`. -/
theorem C6_modeResponse (f : ℝ) {x : ℝ} (hx : 0 < x) :
    C6 (modeResponse f x) = 3 * f ^ 2 / (4 * x ^ 3) := by
  -- an explicit antiderivative of the squared response
  have hder : ∀ u ∈ Ici (0 : ℝ), HasDerivAt
      (fun u : ℝ => f ^ 2 * (u / (x ^ 2 + u ^ 2) / (2 * x ^ 2)
        + Real.arctan (u / x) / (2 * x ^ 3))) (modeResponse f x u ^ 2) u := by
    intro u _
    have hD : x ^ 2 + u ^ 2 ≠ 0 := by positivity
    have h1 : HasDerivAt (fun u : ℝ => x ^ 2 + u ^ 2) (2 * u) u :=
      ((hasDerivAt_pow 2 u).const_add (x ^ 2)).congr_deriv (by norm_num)
    have h2 := (hasDerivAt_id' u).fun_div h1 hD
    have h3 : HasDerivAt (fun u : ℝ => Real.arctan (u / x)) (x / (x ^ 2 + u ^ 2)) u :=
      ((hasDerivAt_id' u).div_const x).arctan.congr_deriv (by field_simp)
    refine (((h2.div_const (2 * x ^ 2)).fun_add
      (h3.div_const (2 * x ^ 3))).const_mul (f ^ 2)).congr_deriv ?_
    unfold modeResponse
    field_simp
    ring
  -- its limit at infinite frequency
  have hrat : Tendsto (fun u : ℝ => u / (x ^ 2 + u ^ 2)) atTop (𝓝 0) := by
    refine squeeze_zero' ?_ ?_ tendsto_inv_atTop_zero
    · filter_upwards [eventually_gt_atTop (0 : ℝ)] with u hu
      positivity
    · filter_upwards [eventually_gt_atTop (0 : ℝ)] with u hu
      rw [inv_eq_one_div, div_le_div_iff₀ (by positivity) hu]
      nlinarith [sq_nonneg x]
  have hatan : Tendsto (fun u : ℝ => Real.arctan (u / x)) atTop (𝓝 (Real.pi / 2)) :=
    (Real.tendsto_arctan_atTop.mono_right nhdsWithin_le_nhds).comp
      (tendsto_id.atTop_div_const hx)
  have hlim := ((hrat.div_const (2 * x ^ 2)).add
    (hatan.div_const (2 * x ^ 3))).const_mul (f ^ 2)
  have hpi := Real.pi_ne_zero
  rw [C6, integral_Ioi_of_hasDerivAt_of_nonneg' hder (fun u _ => sq_nonneg _) hlim]
  simp only [zero_div, Real.arctan_zero, add_zero, zero_add, mul_zero, sub_zero]
  field_simp
  norm_num
```

## (e) Two frequencies, two power laws

Let two modes have the same strength \(f>0\) and frequencies \(x,y>0\). Show that

\[ \frac{C_6[\alpha_y]}{C_6[\alpha_x]}=\left(\frac{x}{y}\right)^3,\qquad \frac{\alpha_y(0)}{\alpha_x(0)}=\left(\frac{x}{y}\right)^2. \]

**Solution.** Part (d) and the static response give

\[ \frac{3f^2/(4y^3)}{3f^2/(4x^3)}=\frac{x^3}{y^3},\qquad \frac{f/y^2}{f/x^2}=\frac{x^2}{y^2}. \]

The strength cancels in both ratios because it is the same in both modes and not zero.

Lean rewrites both coefficients with `C6_modeResponse`, and `field_simp` does the cancellation.

```lean
/-- For two modes of equal strength `f > 0` and frequencies `x, y > 0`, the dispersion
coefficients are in the ratio `(x/y)³` and the static polarizabilities in the ratio `(x/y)²`. -/
theorem ratios {f x y : ℝ} (hf : 0 < f) (hx : 0 < x) (hy : 0 < y) :
    C6 (modeResponse f y) / C6 (modeResponse f x) = (x / y) ^ 3 ∧
      modeResponse f y 0 / modeResponse f x 0 = (x / y) ^ 2 := by
  rw [C6_modeResponse f hx, C6_modeResponse f hy]
  constructor
  · field_simp
  · simp only [modeResponse, ne_eq, OfNat.ofNat_ne_zero, not_false_eq_true, zero_pow, add_zero]
    field_simp
```

## (f) The 3/2 power law and the sign of K

Assume \(f>0\), \(w>0\) and \(w+2K>0\), and let \(\alpha\) solve the Dyson equation. Show that

\[ \frac{C_6[\alpha]}{C_6[\alpha_w]}=\left(\frac{\alpha(0)}{\alpha_w(0)}\right)^{3/2} \quad\text{and}\quad C_6[\alpha]<C_6[\alpha_w]\iff K>0. \]

**Solution.** By part (c), \(\alpha\) is the response of a mode of frequency \(W\). Put \(r=w/W\), which is positive. Part (e) with \(x=w\) and \(y=W\) gives \(r^3\) for the ratio of the dispersion coefficients and \(r^2\) for the ratio of the static polarizabilities. Since \(r>0\),

\[ r^3=(r^2)^{3/2}, \]

which is the power law. For the second claim, \(C_6[\alpha_w]\) is positive, so

\[ C_6[\alpha]<C_6[\alpha_w]\iff r^3<1\iff r<1\iff w<W\iff K>0, \]

where the last step is part (b).

The theorem is stated for any `α` that satisfies `SolvesDyson`, and the formula for the response enters only in the proof. Both molecules carry the same interaction, so the ratio of `C6 α` to `C6 (modeResponse f w)` compares a coupled pair with a bare pair. The exponent `(3 / 2 : ℝ)` is a real power; the rewrites with `Real.rpow_natCast` and `Real.rpow_mul` carry out \((r^2)^{3/2}=r^3\), and the final chain of rewrites follows the equivalences above in order.

```lean
/-- Let `f > 0`, `w > 0`, `w + 2K > 0`, and let `α` solve the Dyson equation. Then `C₆` changes by
the `3/2` power of the factor by which the static polarizability changes, and it is lowered exactly
when `K > 0`. -/
theorem C6_screening {f w K : ℝ} (hf : 0 < f) (hw : 0 < w) (hK : 0 < w + 2 * K)
    {α : ℝ → ℝ} (hα : SolvesDyson f w K α) :
    C6 α / C6 (modeResponse f w) = (α 0 / modeResponse f w 0) ^ (3 / 2 : ℝ) ∧
      (C6 α < C6 (modeResponse f w) ↔ 0 < K) := by
  obtain ⟨hW, -⟩ := coupledFreq_pos_and_sq hw hK
  rw [(solvesDyson_iff hf hw hK α).1 hα]
  obtain ⟨hC, ha⟩ := ratios hf hw hW
  have hr : 0 < w / coupledFreq w K := div_pos hw hW
  constructor
  · rw [hC, ha, ← Real.rpow_natCast (w / coupledFreq w K) 2, ← Real.rpow_mul hr.le,
      show ((2 : ℕ) : ℝ) * (3 / 2) = ((3 : ℕ) : ℝ) by norm_num, Real.rpow_natCast]
  · have hpos : 0 < C6 (modeResponse f w) := by
      rw [C6_modeResponse f hw]
      positivity
    rw [← div_lt_one hpos, hC, pow_lt_one_iff_of_nonneg hr.le (by norm_num),
      div_lt_one hW, lt_coupledFreq_iff hw]
```

## (g) Which quantity reacts more strongly

Under the assumptions of part (f), show that

\[ \frac{C_6[\alpha]}{C_6[\alpha_w]}<\frac{\alpha(0)}{\alpha_w(0)}\iff K>0. \]

**Solution.** In terms of \(r=w/W\) the inequality reads \(r^3<r^2\). Dividing by \(r^2>0\) turns it into \(r<1\), which is \(w<W\), and by part (b) this means \(K>0\). Screening therefore reduces \(C_6\) by a larger factor than it reduces the static polarizability. At \(K=0\) both ratios are 1.

Lean replaces the frequency ratio by a single positive variable `r`. The two directions then use the sign of \(r^2(r-1)\) and of \(r^2(1-r)\).

```lean
/-- Let `f > 0`, `w > 0`, `w + 2K > 0`, and let `α` solve the Dyson equation. The ratio of
coupled to bare `C₆` is below that of the static polarizabilities exactly when `K > 0`. -/
theorem C6_ratio_lt_static_ratio_iff {f w K : ℝ} (hf : 0 < f) (hw : 0 < w)
    (hK : 0 < w + 2 * K) {α : ℝ → ℝ} (hα : SolvesDyson f w K α) :
    C6 α / C6 (modeResponse f w) < α 0 / modeResponse f w 0 ↔ 0 < K := by
  obtain ⟨hW, -⟩ := coupledFreq_pos_and_sq hw hK
  rw [(solvesDyson_iff hf hw hK α).1 hα]
  obtain ⟨hC, ha⟩ := ratios hf hw hW
  have hr : 0 < w / coupledFreq w K := div_pos hw hW
  rw [hC, ha, ← lt_coupledFreq_iff hw, ← div_lt_one hW]
  -- compare the cube and the square of the frequency ratio
  generalize w / coupledFreq w K = r at hr
  constructor
  · intro h
    by_contra hc
    nlinarith [mul_nonneg (sq_nonneg r) (sub_nonneg.2 (not_lt.1 hc))]
  · intro h
    nlinarith [mul_pos (pow_pos hr 2) (sub_pos.2 h)]

end

end ScreenedDispersion
```

```lean
#print axioms ScreenedDispersion.C6_screening
#print axioms ScreenedDispersion.C6_ratio_lt_static_ratio_iff
```

```
'ScreenedDispersion.C6_screening' depends on axioms: [propext, Classical.choice, Quot.sound]
'ScreenedDispersion.C6_ratio_lt_static_ratio_iff' depends on axioms: [propext, Classical.choice, Quot.sound]
```

## Weak coupling and the step to real molecules

Inserting \(W^2=w^2(1+2K/w)\) in the two ratios and expanding for \(|K|\ll w\) gives

\[ \frac{\alpha(0)}{\alpha_w(0)}=\left(1+\frac{2K}{w}\right)^{-1}\approx 1-\frac{2K}{w},\qquad \frac{C_6[\alpha]}{C_6[\alpha_w]}=\left(1+\frac{2K}{w}\right)^{-3/2}\approx 1-\frac{3K}{w}. \]

To first order, the relative change in \(C_6\) is thus one and a half times the relative change in the static polarizability. This expansion is a consequence drawn by hand and has no theorem of its own above.

The model replaces the whole spectrum of a real molecule by one mode, and the interaction inside it by a kernel that does not depend on frequency. With many transitions an interaction can shift their frequencies by different factors and can also move strength from one to another. Either effect is enough that the change in the static polarizability alone no longer fixes, in general, the change in \(C_6\).
